# A spin one-half rotation about z followed by one about x, expanded in the identity and Pauli matrices

For a single spin one-half, the theorem `exp_mul_exp` considers a rotation by a real angle b about the z axis followed by a rotation by a real angle a about the x axis. It states that the product exp(-i(a/2)σx) exp(-i(b/2)σz) equals cos(a/2)cos(b/2) 1 - i sin(a/2)cos(b/2) σx - i cos(a/2)sin(b/2) σz + i sin(a/2)sin(b/2) σy. This is an exact identity between 2 × 2 complex matrices. The proof replaces each exponential by its closed form from `exp_gen`, puts arbitrary complex numbers in place of the cosines and sines, and compares the two sides entry by entry with `simp` and `ring`.

As first written in Lean, the proof fails:

```lean
import Mathlib

open Matrix
open Complex (I)

namespace ExpMulExp

noncomputable section

/-- Operators on the state space of a spin one-half. -/
abbrev SpinOp := Matrix (Fin 2) (Fin 2) ℂ

/-- The Pauli matrix `σx`. -/
def σx : SpinOp := !![0, 1; 1, 0]

/-- The Pauli matrix `σy`. -/
def σy : SpinOp := !![0, -I; I, 0]

/-- The Pauli matrix `σz`. -/
def σz : SpinOp := !![1, 0; 0, -1]

/-- The matrix `-i (θ/2) S`. It is the exponent of a spin rotation by the angle `θ` when `S` is the
spin component along the axis in units of `ħ/2`. -/
def gen (θ : ℝ) (S : SpinOp) : SpinOp := (-(I * ((θ : ℂ) / 2))) • S

/-- Closed rotation formula: if `S² = 1`, then
`exp(-i (θ/2) S) = cos(θ/2) - i sin(θ/2) S`. -/
theorem exp_gen (S : SpinOp) (hS : S * S = 1) (θ : ℝ) :
    NormedSpace.exp (gen θ S) =
      (Real.cos (θ / 2) : ℂ) • (1 : SpinOp) - (I * (Real.sin (θ / 2) : ℂ)) • S := by
  -- powers of `S`, split over the projectors `(1 ± S)/2`
  have hpow : ∀ n : ℕ, S ^ n =
      (1 / 2 : ℂ) • (1 + S) + ((-1) ^ n / 2 : ℂ) • (1 - S) := by
    intro n
    induction n with
    | zero =>
      rw [pow_zero, pow_zero]
      module
    | succ n ih =>
      rw [pow_succ, ih, add_mul, smul_mul_assoc, smul_mul_assoc, add_mul, sub_mul,
        one_mul, hS, pow_succ]
      module
  have hexp : ∀ z : ℂ, HasSum (fun n : ℕ => z ^ n / (n.factorial : ℂ)) (Complex.exp z) := by
    intro z
    rw [Complex.exp_eq_exp_ℂ]
    exact NormedSpace.expSeries_div_hasSum_exp z
  -- summing the series gives one scalar exponential on each projector
  have key : ∀ c : ℂ, NormedSpace.exp (c • S) =
      Complex.exp c • ((1 / 2 : ℂ) • (1 + S)) +
        Complex.exp (-c) • ((1 / 2 : ℂ) • (1 - S)) := by
    intro c
    have h := ((hexp c).smul_const ((1 / 2 : ℂ) • (1 + S))).add
      ((hexp (-c)).smul_const ((1 / 2 : ℂ) • (1 - S)))
    rw [NormedSpace.exp_eq_tsum ℂ, ← h.tsum_eq]
    refine tsum_congr fun n => ?_
    rw [smul_pow, hpow, neg_pow c]
    module
  have hp : Complex.exp (I * ((θ : ℂ) / 2)) =
      Complex.cos ((θ : ℂ) / 2) + Complex.sin ((θ : ℂ) / 2) * I := by
    rw [mul_comm, Complex.exp_mul_I]
  have hm : Complex.exp (-(I * ((θ : ℂ) / 2))) =
      Complex.cos ((θ : ℂ) / 2) - Complex.sin ((θ : ℂ) / 2) * I := by
    rw [show -(I * ((θ : ℂ) / 2)) = (-((θ : ℂ) / 2)) * I by ring, Complex.exp_mul_I,
      Complex.cos_neg, Complex.sin_neg]
    ring
  rw [gen, key, neg_neg, hm, hp]
  push_cast
  module

/-- The Pauli matrices `σx` and `σz` both square to the identity. -/
theorem exp_gen_witness : σx * σx = 1 ∧ σz * σz = 1 := by
  constructor <;> ext i j <;> fin_cases i <;> fin_cases j <;>
    simp [σx, σz, Matrix.mul_apply, Fin.sum_univ_succ]

/-- A rotation by `b` about `z` followed by a rotation by `a` about `x`, written in the
basis of the identity and the Pauli matrices. -/
theorem exp_mul_exp (a b : ℝ) :
    NormedSpace.exp (gen a σx) * NormedSpace.exp (gen b σz) =
      ((Real.cos (a / 2) : ℂ) * (Real.cos (b / 2) : ℂ)) • (1 : SpinOp)
        - (I * (Real.sin (a / 2) : ℂ) * (Real.cos (b / 2) : ℂ)) • σx
        - (I * (Real.cos (a / 2) : ℂ) * (Real.sin (b / 2) : ℂ)) • σz
        + (I * ((Real.sin (a / 2) : ℂ) * (Real.sin (b / 2) : ℂ))) • σy := by
  rw [exp_gen σx exp_gen_witness.1, exp_gen σz exp_gen_witness.2]
  generalize (Real.cos (a / 2) : ℂ) = p
  generalize (Real.cos (b / 2) : ℂ) = q
  generalize (Real.sin (a / 2) : ℂ) = s
  generalize (Real.sin (b / 2) : ℂ) = t
  ext i j
  fin_cases i <;> fin_cases j <;>
    simp [σx, σy, σz, Matrix.mul_apply, Fin.sum_univ_succ] <;> ring

end

end ExpMulExp
```

Messages:

```
Try this:
  [apply] ring_nf
  
  The `ring` tactic failed to close the goal. Use `ring_nf` to obtain a normal form.
    
  Note that `ring` works primarily in *commutative* rings. If you have a noncommutative ring, abelian group or module, consider using `noncomm_ring`, `abel` or `module` instead.
Try this:
  [apply] ring_nf
  
  The `ring` tactic failed to close the goal. Use `ring_nf` to obtain a normal form.
    
  Note that `ring` works primarily in *commutative* rings. If you have a noncommutative ring, abelian group or module, consider using `noncomm_ring`, `abel` or `module` instead.
Main.lean:82:74: error: unsolved goals
case «0».«1»
a b : ℝ
p q s t : ℂ
⊢ -(I * s * q * 1 (Fin.succ 0) 1) - I ^ 2 * s * t = -(I * s * q) - I ^ 2 * s * t

case «1».«1»
a b : ℝ
p q s t : ℂ
⊢ p * 1 1 (Fin.succ 0) * q * 1 (Fin.succ 0) 1 + p * 1 1 (Fin.succ 0) * I * t = p * q + p * I * t
```

The two "Try this" messages say that `ring` failed to close a goal, and the error shows the two goals left, for the entries (0, 1) and (1, 1). Both still contain entries of the identity matrix, such as `1 (Fin.succ 0) 1`. Such an entry is a diagonal one and equals 1, and with that value the two sides agree. But `simp` had not evaluated it, and `ring` treats it as an unknown number. The index `Fin.succ 0` comes from `Fin.sum_univ_succ`, which splits a sum into its first term and a sum over successors.

The repair replaces that lemma by `Fin.sum_univ_two`, which writes the sum over `Fin 2` directly as the terms at `0` and `1`. It also adds `Matrix.one_apply`, which turns an entry of the identity matrix into 1 if its indices are equal and 0 otherwise, so that `simp` can evaluate it. What remains is algebra in complex numbers, which `ring` can finish.

This version goes through:

```diff
@@ -88,5 +88,5 @@
   ext i j
   fin_cases i <;> fin_cases j <;>
-    simp [σx, σy, σz, Matrix.mul_apply, Fin.sum_univ_succ] <;> ring
+    simp [σx, σy, σz, Matrix.mul_apply, Fin.sum_univ_two, Matrix.one_apply] <;> ring
 
 end
```
